# Exponentially small time-truncation error for finite Lehmann sums at Im z > 0

The Green's function is represented here by its poles alone: a finite index type `ι`, a real energy \(e_k\) and a complex amplitude \(a_k\) for each \(k\). No Hamiltonian appears, and the energies and amplitudes are not derived from one. For fermions, a diagonal element of the single-particle Green's function has non-negative weights, while off-diagonal elements can have complex amplitudes. Units have \(\hbar=1\).

```lean
import Mathlib

open Complex

namespace FinitePropagationTime

noncomputable section

variable {ι : Type*} [Fintype ι]
```

The time signal is

\[ A(t)=\sum_k a_k e^{-ie_kt}. \]

In Lean, `e : ι → ℝ` makes the energies real, so the signal itself has no damping.

```lean
/-- The time signal `A(t) = ∑ a_k exp(-i e_k t)` with energies `e_k` and amplitudes `a_k`. -/
def signal (e : ι → ℝ) (a : ι → ℂ) (t : ℝ) : ℂ :=
  ∑ k, a k * exp (-(I * e k * t))
```

At complex frequency \(z\), the corresponding Lehmann sum is

\[ G(z)=\sum_k\frac{a_k}{z-e_k}. \]

```lean
/-- The Lehmann pole sum `∑ a_k / (z - e_k)`. -/
def poleSum (e : ι → ℝ) (a : ι → ℂ) (z : ℂ) : ℂ :=
  ∑ k, a k / (z - e k)
```

Propagation up to time \(T\) gives instead

\[ G_T(z)=-i\int_0^T e^{izt}A(t)\,dt. \]

The integral is oriented, so the theorems hold for every real \(T\); propagation forward in time is the case \(T\ge0\). The signal is taken as exact and the integral as continuous, so time-step and quadrature errors are not covered.

```lean
/-- The Green's function obtained from the signal on the time window from `0` to `T`:
`-i ∫ exp(izt) A(t) dt`. -/
def truncated (e : ι → ℝ) (a : ι → ℂ) (z : ℂ) (T : ℝ) : ℂ :=
  -I * ∫ t in (0 : ℝ)..T, exp (I * z * t) * signal e a t
```

## The error as an evolved pole sum

For one pole, put \(w=z-e_k\ne0\). Direct integration gives

\[ -i\int_0^T e^{iwt}dt=-i\,\frac{e^{iwT}-1}{iw}=\frac{1-e^{iwT}}{w}. \]

The proof uses Mathlib's integral of an exponential, and `field_simp` and `ring` do the algebra.

```lean
/-- The finite-time transform of a single oscillation at complex detuning `w ≠ 0`. -/
theorem integral_pole {w : ℂ} (hw : w ≠ 0) (T : ℝ) :
    -I * ∫ t in (0 : ℝ)..T, exp (I * w * t) = (1 - exp (I * w * T)) / w := by
  have hI : I ≠ 0 := I_ne_zero
  rw [integral_exp_mul_complex (mul_ne_zero hI hw)]
  simp only [ofReal_zero, mul_zero, Complex.exp_zero]
  field_simp
  ring
```

Two moduli will be needed. Since \(\operatorname{Re}(izT)=-T\operatorname{Im}z\),

\[ |e^{izT}|=e^{-T\operatorname{Im}z}. \]

```lean
/-- The modulus of `exp(izT)` is `exp(-T Im z)`. -/
theorem norm_damping (z : ℂ) (T : ℝ) : ‖exp (I * z * T)‖ = Real.exp (-(T * z.im)) := by
  have h : (I * z * T).re = -(T * z.im) := by
    simp only [mul_re, mul_im, I_re, I_im, ofReal_re, ofReal_im]
    ring
  rw [Complex.norm_exp, h]
```

For real \(x\), the exponent \(-ixT\) has real part zero, so \(|e^{-ixT}|=1\).

```lean
/-- Evolution at a real energy is a pure phase. -/
theorem norm_phase (x T : ℝ) : ‖exp (-(I * x * T))‖ = 1 := by
  have h : (-(I * x * T)).re = 0 := by
    simp only [neg_re, mul_re, mul_im, I_re, I_im, ofReal_re, ofReal_im]
    ring
  rw [Complex.norm_exp, h, Real.exp_zero]
```

Now exchange the finite sum with the integral and apply the one-pole formula to each term. The 1 in the numerator reproduces \(G(z)\), and the upper limit leaves

\[ G_T(z)-G(z)=-e^{izT}\sum_k\frac{a_ke^{-ie_kT}}{z-e_k}. \]

The identity is proved for every \(z\) that is not one of the energies. In the proof, `hint` is the exchange, `h1` the one-pole integral and `h2` the factorisation of the exponential; `linear_combination` multiplies by \(a_k\).

```lean
/-- The truncation error is exactly `-exp(izT)` times the Lehmann sum whose amplitudes have
been evolved to time `T`. -/
theorem truncated_sub_poleSum (e : ι → ℝ) (a : ι → ℂ) {z : ℂ} (T : ℝ)
    (hz : ∀ k, z ≠ e k) :
    truncated e a z T - poleSum e a z =
      -(exp (I * z * T) * poleSum e (fun k => a k * exp (-(I * e k * T))) z) := by
  -- exchange the finite sum and the time integral
  have hint : ∫ t in (0 : ℝ)..T, exp (I * z * t) * signal e a t
      = ∑ k, a k * ∫ t in (0 : ℝ)..T, exp (I * (z - e k) * t) := by
    have hfun : ∀ t : ℝ, exp (I * z * t) * signal e a t
        = ∑ k, a k * exp (I * (z - e k) * t) := by
      intro t
      rw [signal, Finset.mul_sum]
      refine Finset.sum_congr rfl fun k _ => ?_
      rw [mul_left_comm, ← Complex.exp_add]
      congr 2
      ring
    simp only [hfun]
    rw [intervalIntegral.integral_finsetSum]
    · simp only [intervalIntegral.integral_const_mul]
    · intro k _
      exact Continuous.intervalIntegrable (by fun_prop) _ _
  unfold truncated poleSum
  rw [hint, Finset.mul_sum, Finset.mul_sum, ← Finset.sum_sub_distrib,
    ← Finset.sum_neg_distrib]
  refine Finset.sum_congr rfl fun k _ => ?_
  -- pole by pole, only the upper limit of the integral survives
  have h1 := integral_pole (sub_ne_zero.mpr (hz k)) T
  have h2 : exp (I * (z - e k) * T) = exp (I * z * T) * exp (-(I * e k * T)) := by
    rw [← Complex.exp_add]
    congr 1
    ring
  rw [h2] at h1
  linear_combination (a k) * h1
```

## From pole distances to a uniform bound

For \(z\) different from every \(e_k\), the triangle inequality and the two moduli give

\[ |G_T(z)-G(z)|\le e^{-T\operatorname{Im}z}\sum_k\frac{|a_k|}{|z-e_k|}. \]

```lean
/-- The truncation error is at most `exp(-T Im z) ∑ |a_k| / |z - e_k|`. -/
theorem error_le_resolved (e : ι → ℝ) (a : ι → ℂ) {z : ℂ} (T : ℝ) (hz : ∀ k, z ≠ e k) :
    ‖truncated e a z T - poleSum e a z‖
      ≤ Real.exp (-(T * z.im)) * ∑ k, ‖a k‖ / ‖z - e k‖ := by
  rw [truncated_sub_poleSum e a T hz, norm_neg, norm_mul, norm_damping]
  refine mul_le_mul_of_nonneg_left ?_ (Real.exp_pos _).le
  unfold poleSum
  refine (norm_sum_le _ _).trans (le_of_eq (Finset.sum_congr rfl fun k _ => ?_))
  simp only [norm_div, norm_mul, norm_phase, mul_one]
```

From here on \(\operatorname{Im}z>0\), so \(z\) cannot equal a real energy.

```lean
/-- A point in the upper half plane is no real energy. -/
lemma ne_energy {z : ℂ} (hz : 0 < z.im) (x : ℝ) : z ≠ x := by
  intro h
  rw [h, ofReal_im] at hz
  exact lt_irrefl _ hz
```

Moreover, \(\operatorname{Im}(z-e_k)=\operatorname{Im}z\), and a modulus is at least the imaginary part:

\[ |z-e_k|\ge\operatorname{Im}z. \]

```lean
/-- The distance from `z` to a real energy is at least `Im z`. -/
lemma im_le_dist (z : ℂ) (x : ℝ) : z.im ≤ ‖z - x‖ := by
  have h := Complex.abs_im_le_norm (z - (x : ℂ))
  rw [sub_im, ofReal_im, sub_zero] at h
  exact (le_abs_self _).trans h
```

Replacing each distance by this lower bound, with \(S=\sum_k|a_k|\), yields

\[ |G_T(z)-G(z)|\le\frac{S\,e^{-T\operatorname{Im}z}}{\operatorname{Im}z}. \]

For non-negative weights, \(S\) is simply their sum.

```lean
/-- **Finite propagation time.** For `Im z > 0` the Green's function from the time window up to
`T` differs from the Lehmann sum by at most `(∑ |a_k|) exp(-T Im z) / Im z`. -/
theorem finite_time_error (e : ι → ℝ) (a : ι → ℂ) {z : ℂ} (hz : 0 < z.im) (T : ℝ) :
    ‖truncated e a z T - poleSum e a z‖
      ≤ (∑ k, ‖a k‖) * Real.exp (-(T * z.im)) / z.im := by
  refine (error_le_resolved e a T fun k => ne_energy hz (e k)).trans ?_
  rw [mul_comm (∑ k, ‖a k‖), mul_div_assoc, Finset.sum_div]
  exact mul_le_mul_of_nonneg_left (Finset.sum_le_sum fun k _ =>
    div_le_div_of_nonneg_left (norm_nonneg _) hz (im_le_dist z (e k))) (Real.exp_pos _).le
```

As an example, take energies \(\pm1\), weights \(\tfrac12\), \(z=i\) and \(T=\pi\). Then \(A(t)=\cos t\), \(G(i)=-i/2\), and

\[ G_\pi(i)=-i\int_0^\pi e^{-t}\cos t\,dt=-\frac i2(1+e^{-\pi}). \]

The error is \(e^{-\pi}/2\approx0.022\), against a bound of \(e^{-\pi}\approx0.043\).

The condition \(\operatorname{Im}z>0\) supplies the damping. With one pole \(e=0\), \(a=1\) and \(z=-i\), the error has modulus \(e^T\), which grows with \(T\), while the right-hand side is \(-e^T\). The inequality is false.

## When the bound is attained

Let all \(a_k\ge0\). If a pole of nonzero weight has \(e_k\ne\operatorname{Re}z\), then

\[ |z-e_k|^2=(\operatorname{Re}z-e_k)^2+(\operatorname{Im}z)^2>(\operatorname{Im}z)^2, \]

so the distance-resolved bound is strictly smaller than the uniform one, and equality is impossible. Conversely, if every contributing pole lies at \(\operatorname{Re}z\), all terms share one phase and one denominator \(i\operatorname{Im}z\), and the error has modulus exactly \(Se^{-T\operatorname{Im}z}/\operatorname{Im}z\). The two branches after `constructor` follow these two arguments.

```lean
/-- For non-negative weights the error bound is attained exactly when every pole of nonzero
weight lies at the energy `Re z`. -/
theorem error_eq_iff (e a : ι → ℝ) (ha : ∀ k, 0 ≤ a k) {z : ℂ} (hz : 0 < z.im) (T : ℝ) :
    ‖truncated e (fun k => (a k : ℂ)) z T - poleSum e (fun k => (a k : ℂ)) z‖
      = (∑ k, a k) * Real.exp (-(T * z.im)) / z.im ↔ ∀ k, a k ≠ 0 → e k = z.re := by
  have hne : ∀ k, z ≠ e k := fun k => ne_energy hz (e k)
  constructor
  · intro h k hk
    by_contra hx
    -- a pole away from `Re z` is farther than `Im z`, which makes the bound strict
    have hp : 0 < (z.re - e k) ^ 2 := by
      have := sub_ne_zero.mpr (Ne.symm hx)
      positivity
    have hd : z.im < ‖z - e k‖ := by
      refine lt_of_pow_lt_pow_left₀ 2 (norm_nonneg _) ?_
      rw [Complex.sq_norm, Complex.normSq_apply]
      simp only [sub_re, sub_im, ofReal_re, ofReal_im]
      nlinarith [hp]
    have hnorm : ∀ j, ‖(a j : ℂ)‖ = a j := fun j => by
      rw [Complex.norm_real, Real.norm_of_nonneg (ha j)]
    have hle := error_le_resolved e (fun k => (a k : ℂ)) T hne
    simp only [hnorm] at hle
    have hlt : ∑ j, a j / ‖z - e j‖ < ∑ j, a j / z.im :=
      Finset.sum_lt_sum
        (fun j _ => div_le_div_of_nonneg_left (ha j) hz (im_le_dist z (e j)))
        ⟨k, Finset.mem_univ k,
          div_lt_div_of_pos_left (lt_of_le_of_ne (ha k) (Ne.symm hk)) hz hd⟩
    have hlt' := mul_lt_mul_of_pos_left hlt (Real.exp_pos (-(T * z.im)))
    rw [h, mul_comm (∑ k, a k), mul_div_assoc, Finset.sum_div] at hle
    exact absurd hle (not_le_of_gt hlt')
  · intro h
    -- all contributing poles coincide, so their terms add in phase
    have hr : truncated e (fun k => (a k : ℂ)) z T - poleSum e (fun k => (a k : ℂ)) z =
        -(exp (I * z * T) * poleSum e (fun k => (a k : ℂ) * exp (-(I * e k * T))) z) :=
      truncated_sub_poleSum e (fun k => (a k : ℂ)) T hne
    have hs : poleSum e (fun k => (a k : ℂ) * exp (-(I * e k * T))) z
        = ((∑ k, a k : ℝ) : ℂ) * (exp (-(I * z.re * T)) / (z - z.re)) := by
      simp only [poleSum, ofReal_sum, Finset.sum_mul]
      refine Finset.sum_congr rfl fun k _ => ?_
      by_cases hk : a k = 0
      · simp [hk]
      · rw [h k hk]
        ring
    have hw : z - z.re = z.im * I := by
      apply Complex.ext <;> simp
    have hn : ‖z - z.re‖ = z.im := by
      rw [hw, norm_mul, Complex.norm_I, mul_one, Complex.norm_real,
        Real.norm_of_nonneg hz.le]
    rw [hr, hs, norm_neg, norm_mul, norm_mul, norm_div, norm_damping, norm_phase, hn,
      Complex.norm_real, Real.norm_of_nonneg (Finset.sum_nonneg fun k _ => ha k)]
    ring
```

## A sufficient propagation time

For a tolerance \(\varepsilon>0\) and \(S>0\), suppose

\[ T\ge\frac{1}{\operatorname{Im}z}\log\frac{S}{\varepsilon\operatorname{Im}z}. \]

Exponentiating gives \(S\le\varepsilon\operatorname{Im}z\,e^{T\operatorname{Im}z}\), and multiplying by \(e^{-T\operatorname{Im}z}\) brings the uniform bound down to \(\varepsilon\). The rewrites of `hT` carry out the first step and the `calc` block the second.

When a spectrum is computed from a real-time signal with exponential damping \(e^{-\eta t}\), the broadening \(\eta\) is \(\operatorname{Im}z\); for a finite pole sum with an exactly known signal, this condition tells how long a run suffices at that broadening.

```lean
/-- With total weight `S = ∑ |a_k| > 0`, a propagation time of at least
`log(S / (ε Im z)) / Im z` gives the Lehmann sum to accuracy `ε`. -/
theorem sufficient_time (e : ι → ℝ) (a : ι → ℂ) {z : ℂ} (hz : 0 < z.im) {T ε : ℝ}
    (hε : 0 < ε) (hS : 0 < ∑ k, ‖a k‖)
    (hT : Real.log ((∑ k, ‖a k‖) / (ε * z.im)) / z.im ≤ T) :
    ‖truncated e a z T - poleSum e a z‖ ≤ ε := by
  refine (finite_time_error e a hz T).trans ?_
  have hpos : 0 < ε * z.im := mul_pos hε hz
  rw [div_le_iff₀ hz, Real.log_le_iff_le_exp (div_pos hS hpos), div_le_iff₀ hpos] at hT
  have hexp : Real.exp (T * z.im) * Real.exp (-(T * z.im)) = 1 := by
    rw [← Real.exp_add, add_neg_cancel, Real.exp_zero]
  rw [div_le_iff₀ hz]
  calc (∑ k, ‖a k‖) * Real.exp (-(T * z.im))
      ≤ Real.exp (T * z.im) * (ε * z.im) * Real.exp (-(T * z.im)) :=
        mul_le_mul_of_nonneg_right hT (Real.exp_pos _).le
    _ = ε * z.im := by linear_combination (ε * z.im) * hexp

end

end FinitePropagationTime
```

```lean
#print axioms FinitePropagationTime.finite_time_error
#print axioms FinitePropagationTime.error_eq_iff
#print axioms FinitePropagationTime.sufficient_time
```

```
'FinitePropagationTime.finite_time_error' depends on axioms: [propext, Classical.choice, Quot.sound]
'FinitePropagationTime.error_eq_iff' depends on axioms: [propext, Classical.choice, Quot.sound]
'FinitePropagationTime.sufficient_time' depends on axioms: [propext, Classical.choice, Quot.sound]
```
